# In an open nearest-neighbour chain, the energy and the amplitudes up to one site fix the amplitude on the next

A single particle on a finite open chain of $n+1$ sites has a real symmetric Hamiltonian matrix $H$, whose nearest-neighbour couplings are all nonzero and whose longer-range couplings vanish. The lemma `transfer` says that if a real vector $v$, which need not be normalised, satisfies $Hv = Ev$, then for neighbouring sites $i$ and $j = i+1$ we have $H_{ij}v_j = E v_i - \sum_{k\le i} H_{ik}v_k$. The proof takes row $i$ of the eigenvalue equation and splits its sum into the sites up to $i$ and the sites beyond. It then uses `Finset.sum_eq_single` to show that only site $j$ contributes to the second part, which includes checking that $j$ does lie beyond $i$.

The failing Lean file:

```lean
import Mathlib

open Matrix Topology

namespace OpenChainNonCrossing

/-- The Hamiltonian of an open nearest-neighbour chain with `n + 1` sites: real symmetric,
without couplings beyond nearest neighbours, and with every nearest-neighbour coupling nonzero. -/
structure IsOpenChain {n : ℕ} (H : Matrix (Fin (n + 1)) (Fin (n + 1)) ℝ) : Prop where
  symm : H.IsSymm
  far : ∀ i j : Fin (n + 1), (i : ℕ) + 1 < j → H i j = 0
  bond : ∀ i j : Fin (n + 1), (i : ℕ) + 1 = j → H i j ≠ 0

variable {n : ℕ} {H : Matrix (Fin (n + 1)) (Fin (n + 1)) ℝ}

/-- The eigenvalue equation on site `i` expresses the amplitude on the next site `j`
through the amplitudes on the sites up to `i`. -/
theorem transfer (hH : IsOpenChain H) {v : Fin (n + 1) → ℝ} {E : ℝ}
    (hv : H *ᵥ v = E • v) {i j : Fin (n + 1)} (hij : (i : ℕ) + 1 = j) :
    H i j * v j = E * v i - ∑ k ∈ Finset.univ.filter (fun k => k ≤ i), H i k * v k := by
  have h := congrFun hv i
  simp only [Matrix.mulVec, dotProduct, Pi.smul_apply, smul_eq_mul] at h
  have hsplit := Finset.sum_filter_add_sum_filter_not Finset.univ
    (fun k => k ≤ i) (fun k => H i k * v k)
  -- beyond site `i` only the nearest neighbour contributes
  have hr : ∑ k ∈ Finset.univ.filter (fun k => ¬ k ≤ i), H i k * v k = H i j * v j := by
    apply Finset.sum_eq_single j
    · intro k hk hkj
      have h1 : (i : ℕ) < k := not_le.mp (Finset.mem_filter.mp hk).2
      have h2 : (k : ℕ) ≠ j := fun h => hkj (Fin.ext h)
      rw [hH.far i k (by omega), zero_mul]
    · intro hj
      exact absurd (Finset.mem_filter.mpr
        ⟨Finset.mem_univ _, not_le.mpr (Fin.lt_def.mpr (by omega))⟩) hj
  linarith

end OpenChainNonCrossing
```

Compiling this gives:

```
Main.lean:33:20: error(lean.synthInstanceFailed): failed to synthesize instance of type class
  DecidablePred Not

Hint: Type class instance resolution failures can be inspected with the `set_option trace.Meta.synthInstance true` command.
Main.lean:34:59: error: omega could not prove the goal:
a possible counterexample may satisfy the constraints
  e ≥ 0
  d ≥ 0
  d - e ≤ -1
  c ≥ 0
  c - d ≥ 0
  c - e ≤ -1
  b ≥ 0
  a ≥ 1
  a - b ≤ 0
where
 a := ↑↑j
 b := ↑n
 c := ↑↑?m.208
 d := ↑↑?m.209
 e := ↑?m.207
```

Lean accepts the file once it reads:

```diff
@@ -31,6 +31,6 @@
       rw [hH.far i k (by omega), zero_mul]
     · intro hj
-      exact absurd (Finset.mem_filter.mpr
-        ⟨Finset.mem_univ _, not_le.mpr (Fin.lt_def.mpr (by omega))⟩) hj
+      have hlt : i < j := Fin.lt_def.mpr (by omega)
+      exact (hj (Finset.mem_filter.mpr ⟨Finset.mem_univ j, not_le.mpr hlt⟩)).elim
   linarith
 
```

What went wrong. Both errors come from that last check, and from the order in which Lean reads the arguments of `absurd`. The membership proof comes first, before `hj` has said which element and which filter are meant. Lean therefore has to guess the filter's predicate from `not_le.mpr …`, which proves a statement of the form `¬ (a ≤ b)`. It takes the predicate to be `Not` itself, with the proposition `a ≤ b` as the element, and then finds no instance of `DecidablePred Not`.

The second error has the same origin. The inequality given to `omega` is between two unknowns, `?m.208` and `?m.209`, instead of `i` and `j`, so the hypothesis `hij` cannot help.

The repair states `hlt : i < j` separately, which gives `omega` a definite goal that follows from `hij`. It then applies `hj` to the membership proof, so that the type `hj` expects fixes both the element `j` and the predicate `¬ k ≤ i`. This yields `False`, and `.elim` closes the goal from it, as `absurd` was meant to do. Writing `j` out in `Finset.mem_univ j` is mere tidying.
